# Hydrogen with a single Gaussian trial function: the local-energy variance has no minimizer

## Trial function, local energy and averages

Atomic units are used throughout, with the nucleus fixed at the origin. The Hamiltonian is $H=-\tfrac12\nabla^2-\tfrac1r$, and the trial function, not normalised, is

$$\psi_a(r)=e^{-ar^2},\qquad a>0.$$

The local energy is $E_L(r)=(H\psi_a)(r)/\psi_a(r)$. For a radial quantity $f$, the average over the density $\psi_a^2$ is

$$\langle f\rangle_a=\frac{\int_0^\infty f(r)\,\psi_a(r)^2r^2\,dr}{\int_0^\infty \psi_a(r)^2r^2\,dr}.$$

The angular factor $4\pi$ and the normalisation of $\psi_a$ cancel in the quotient. The trial energy is $E(a)=\langle E_L\rangle_a$ and the variance is $V(a)=\langle (E_L-E(a))^2\rangle_a$.

An exact eigenstate has constant local energy and therefore zero variance, which is the motivation for minimizing $V$. For this one-parameter family in variational Monte Carlo, the criterion selects no state: the variance keeps falling as the Gaussian spreads out.

## What is proved about the variance

For every $a>0$,

$$V(a)=\frac{3a^2}{2}-2\sqrt{\frac2\pi}\,a^{3/2}+4\Bigl(1-\frac2\pi\Bigr)a .$$

This is `variance_eq`, with $a^{3/2}$ written as `a * √a`. The theorem `variance_pos` says that $V(a)>0$. The main theorem, `variance_no_minimizer`, has three parts:

- `StrictMonoOn variance (Ioi 0)`: if $0<a<b$, then $V(a)<V(b)$.
- `Tendsto variance (𝓝[>] 0) (𝓝 0)`: $V(a)\to0$ as $a$ approaches zero from above.
- `¬ ∃ a ∈ Ioi (0 : ℝ), IsMinOn variance (Ioi 0) a`: no positive $a$ attains a minimum over all positive exponents.

Finally, `energy_tendsto_zero` says that $E(a)\to0$ in the same limit.

In Lean, `trial`, `localEnergy`, `average`, `energy` and `variance` are the objects defined above. The Laplacian in `localEnergy` is the radial one, $\psi''+2\psi'/r$, built from actual derivatives, and `Ioi 0` is the open half-line $(0,\infty)$, used both for radii and for exponents. The averages are exact integrals, so sampling error does not enter. The result concerns one s-type Gaussian; sums of Gaussians and trial functions with a nuclear cusp are not covered.

## From the local energy to the closed form

Differentiation gives $\psi_a'=-2ar\,\psi_a$ and $\psi_a''=(4a^2r^2-2a)\psi_a$. Hence $\psi_a''+2\psi_a'/r=(4a^2r^2-6a)\psi_a$, and for $r>0$

$$E_L(r)=3a-2a^2r^2-\frac1r .$$

Set $a=s^2/2$ with $s>0$, and $q=1/\sqrt\pi$. Then $\psi_a^2=e^{-s^2r^2}$, and

$$\int_0^\infty r^n e^{-s^2r^2}\,dr=\frac{\Gamma\bigl(\frac{n+1}{2}\bigr)}{2s^{n+1}} .$$

Dividing by the case $n=2$, which is $\sqrt\pi/(4s^3)$, gives

$$\langle r^{-2}\rangle=2s^2,\quad \langle r^{-1}\rangle=2qs,\quad \langle r\rangle=\frac{2q}{s},\quad \langle r^2\rangle=\frac{3}{2s^2},\quad \langle r^4\rangle=\frac{15}{4s^4}.$$

Since $E_L=\tfrac32s^2-\tfrac12s^4r^2-\tfrac1r$, the energy is

$$E=\tfrac32s^2-\tfrac34s^2-2qs=\tfrac34s^2-2qs .$$

With $B=\tfrac34s^2+2qs$, the deviation is $E_L-E=B-\tfrac12s^4r^2-\tfrac1r$. Its square is

$$B^2-\frac{2B}{r}+\frac1{r^2}+s^4r-Bs^4r^2+\tfrac14s^8r^4 .$$

Averaging term by term gives

$$V=B^2-4Bqs+2s^2+2qs^3-\tfrac32Bs^2+\tfrac{15}{16}s^4 .$$

The terms containing $B$ combine to $B^2-2B\cdot B=-B^2$, so

$$V=\tfrac38s^4-qs^3+c\,s^2,\qquad c=2-4q^2 .$$

Substituting $s=\sqrt{2a}$ gives the formula in $a$.

## Positivity, growth and the missing minimum

Because $\pi>3$, we have $q^2<\tfrac13$, so $c>0$. Completing the square,

$$\frac{V}{s^2}=\tfrac38\bigl(s-\tfrac43q\bigr)^2+2-\tfrac{14}{3}q^2>0 .$$

Now take $0<s<t$ and write $V_s$, $V_t$ for the variances at the exponents $s^2/2$ and $t^2/2$. Expanding both sides verifies

$$(t+s)(V_t-V_s)=(t-s)\Bigl[(t^2+s^2)K+\tfrac12q(t+s)(t-s)^2+2c\,ts\Bigr],$$

where

$$K=\tfrac38(t+s)^2-\tfrac32q(t+s)+c=\tfrac38(t+s-2q)^2+2-\tfrac{11}{2}q^2>0 .$$

Every term in the bracket is positive, so $V_t>V_s$. As $s=\sqrt{2a}$ increases with $a$, the variance increases strictly with $a$.

The closed forms of $V$ and $E$ are continuous and vanish at $a=0$, which gives both limits. If some $a>0$ were a minimizer, $a/2$ would be another allowed exponent with smaller variance, a contradiction.

## Three exponents by hand, and a variance scan

With $q\approx0.5642$ and $c\approx0.7268$, the formulas in $s$ give:

| $s$ | $a=s^2/2$ | $E$ | $V$ |
|---|---|---|---|
| $1$ | $1/2$ | $-0.378$ | $0.538$ |
| $1/2$ | $1/8$ | $-0.377$ | $0.135$ |
| $1/4$ | $1/32$ | $-0.235$ | $0.038$ |

For the first row, $V=0.375-0.5642+0.7268\approx0.538$. From the second row to the third the variance falls while the energy gets worse.

In a variational Monte Carlo code, one samples positions from $\psi_a^2$, evaluates $3a-2a^2r^2-1/r$ at each, and takes the sample mean and variance. For this density each Cartesian coordinate is normal with variance $1/(4a)$. With exact averages, a variance scan over $[a_{\min},a_{\max}]$ with $a_{\min}>0$ always returns $a_{\min}$: the answer is set by the chosen interval.

## The complete Lean file

```lean
import Mathlib

open MeasureTheory Set Filter Topology Real

namespace GaussianHydrogenVariance

noncomputable section

/-- The Gaussian trial function `exp (-a r²)`. -/
def trial (a r : ℝ) : ℝ := Real.exp (-a * r ^ 2)

/-- The local energy `(H ψ) / ψ` of hydrogen in atomic units for the Gaussian trial function,
with the radial Laplacian `ψ'' + 2 ψ' / r`, for `r > 0`. -/
def localEnergy (a r : ℝ) : ℝ :=
  (-(1 / 2) * (deriv (deriv (trial a)) r + 2 / r * deriv (trial a) r)
    - trial a r / r) / trial a r

/-- The average of a radial quantity over the density `ψ²` in space, for `a > 0`. -/
def average (a : ℝ) (f : ℝ → ℝ) : ℝ :=
  (∫ r in Ioi (0 : ℝ), f r * (trial a r ^ 2 * r ^ 2)) /
    ∫ r in Ioi (0 : ℝ), trial a r ^ 2 * r ^ 2

/-- The trial energy: the average of the local energy, for `a > 0`. -/
def energy (a : ℝ) : ℝ := average a (localEnergy a)

/-- The variance of the local energy, for `a > 0`. -/
def variance (a : ℝ) : ℝ := average a (fun r => (localEnergy a r - energy a) ^ 2)

/-- Away from the nucleus the local energy is `3a - 2a²r² - 1/r`. -/
theorem localEnergy_eq (a : ℝ) {r : ℝ} (hr : r ≠ 0) :
    localEnergy a r = 3 * a - 2 * a ^ 2 * r ^ 2 - 1 / r := by
  have h (x : ℝ) : HasDerivAt (trial a) (-2 * a * x * trial a x) x := by
    have hp : HasDerivAt (fun y : ℝ => y ^ 2) (2 * x) x := by
      simpa using hasDerivAt_pow 2 x
    exact ((hp.const_mul (-a)).exp).congr_deriv (by unfold trial; ring)
  have h1 : deriv (trial a) = fun x => -2 * a * x * trial a x :=
    funext fun x => (h x).deriv
  have h2 : deriv (deriv (trial a)) r
      = -2 * a * 1 * trial a r + -2 * a * r * (-2 * a * r * trial a r) := by
    rw [h1]
    exact (((hasDerivAt_id' r).const_mul (-2 * a)).fun_mul (h r)).deriv
  have ht : trial a r ≠ 0 := (Real.exp_pos _).ne'
  unfold localEnergy
  rw [h2, (h r).deriv]
  field_simp
  ring

/-- The integral over `r > 0` of a Gaussian times a polynomial of degree at most six with no `r⁵`
term. -/
theorem gaussian_integral {s : ℝ} (hs : 0 < s) (c0 c1 c2 c3 c4 c6 : ℝ) :
    (∫ r in Ioi (0 : ℝ), (c0 + c1 * r + c2 * r ^ 2 + c3 * r ^ 3 + c4 * r ^ 4 + c6 * r ^ 6)
      * Real.exp (-s ^ 2 * r ^ 2))
    = c0 * (√π / (2 * s)) + c1 * (1 / (2 * s ^ 2)) + c2 * (√π / (4 * s ^ 3))
      + c3 * (1 / (2 * s ^ 4)) + c4 * (3 * √π / (8 * s ^ 5))
      + c6 * (15 * √π / (16 * s ^ 7)) := by
  -- each monomial times the Gaussian is integrable, and the Gamma function gives its integral
  have mono (c : ℝ) (n : ℕ) :
      IntegrableOn (fun r : ℝ => c * (r ^ n * Real.exp (-s ^ 2 * r ^ 2))) (Ioi 0) ∧
      (∫ r in Ioi (0 : ℝ), c * (r ^ n * Real.exp (-s ^ 2 * r ^ 2)))
        = c * (Real.Gamma (((n : ℝ) + 1) / 2) / (2 * s ^ (n + 1))) := by
    have hn : (-1 : ℝ) < n := by
      have : (0 : ℝ) ≤ n := Nat.cast_nonneg n
      linarith
    have hi := integrableOn_rpow_mul_exp_neg_mul_sq (pow_pos hs 2) hn
    have hv := integral_rpow_mul_exp_neg_mul_rpow (two_pos : (0 : ℝ) < 2) hn (pow_pos hs 2)
    have hp : (s ^ 2) ^ (-((n : ℝ) + 1) / 2) = (s ^ (n + 1))⁻¹ := by
      rw [← Real.rpow_natCast s 2, ← Real.rpow_mul hs.le, ← Real.rpow_natCast s (n + 1),
        ← Real.rpow_neg hs.le]
      congr 1
      push_cast
      ring
    simp only [Real.rpow_natCast] at hi
    simp only [Real.rpow_natCast, Real.rpow_two] at hv
    refine ⟨hi.const_mul c, ?_⟩
    rw [integral_const_mul, hv, hp]
    ring
  have add {f g : ℝ → ℝ} {v w : ℝ}
      (hf : IntegrableOn f (Ioi 0) ∧ (∫ r in Ioi (0 : ℝ), f r) = v)
      (hg : IntegrableOn g (Ioi 0) ∧ (∫ r in Ioi (0 : ℝ), g r) = w) :
      IntegrableOn (fun r => f r + g r) (Ioi 0) ∧
        (∫ r in Ioi (0 : ℝ), (f r + g r)) = v + w :=
    ⟨hf.1.add hg.1, by rw [integral_add hf.1 hg.1, hf.2, hg.2]⟩
  have h := (add (add (add (add (add (mono c0 0) (mono c1 1)) (mono c2 2)) (mono c3 3))
    (mono c4 4)) (mono c6 6)).2
  have g0 : Real.Gamma ((((0 : ℕ) : ℝ) + 1) / 2) = √π := by
    rw [show (((0 : ℕ) : ℝ) + 1) / 2 = 1 / 2 by norm_num, Real.Gamma_one_half_eq]
  have g1 : Real.Gamma ((((1 : ℕ) : ℝ) + 1) / 2) = 1 := by
    rw [show (((1 : ℕ) : ℝ) + 1) / 2 = 1 by norm_num, Real.Gamma_one]
  have g2 : Real.Gamma ((((2 : ℕ) : ℝ) + 1) / 2) = 1 / 2 * √π := by
    rw [show (((2 : ℕ) : ℝ) + 1) / 2 = 1 / 2 + 1 by norm_num,
      Real.Gamma_add_one (by norm_num), Real.Gamma_one_half_eq]
  have g3 : Real.Gamma ((((3 : ℕ) : ℝ) + 1) / 2) = 1 := by
    rw [show (((3 : ℕ) : ℝ) + 1) / 2 = 1 + 1 by norm_num,
      Real.Gamma_add_one (by norm_num), Real.Gamma_one, mul_one]
  have g4 : Real.Gamma ((((4 : ℕ) : ℝ) + 1) / 2) = 3 / 2 * (1 / 2 * √π) := by
    rw [← g2, show (((4 : ℕ) : ℝ) + 1) / 2 = 3 / 2 + 1 by norm_num,
      Real.Gamma_add_one (by norm_num), show (((2 : ℕ) : ℝ) + 1) / 2 = 3 / 2 by norm_num]
  have g6 : Real.Gamma ((((6 : ℕ) : ℝ) + 1) / 2) = 5 / 2 * (3 / 2 * (1 / 2 * √π)) := by
    rw [← g4, show (((6 : ℕ) : ℝ) + 1) / 2 = 5 / 2 + 1 by norm_num,
      Real.Gamma_add_one (by norm_num), show (((4 : ℕ) : ℝ) + 1) / 2 = 5 / 2 by norm_num]
  refine Eq.trans ?_ (h.trans ?_)
  · congr 1
    funext r
    ring
  · rw [g0, g1, g2, g3, g4, g6]
    ring

/-- The average of a quantity that, after multiplication by `r²`, is for `r > 0` a polynomial of
degree at most six with no `r⁵` term, in the Gaussian state with `a = s²/2`. -/
theorem average_of_poly {s : ℝ} (hs : 0 < s) (f : ℝ → ℝ) (c0 c1 c2 c3 c4 c6 : ℝ)
    (hf : ∀ r, 0 < r → f r * r ^ 2
      = c0 + c1 * r + c2 * r ^ 2 + c3 * r ^ 3 + c4 * r ^ 4 + c6 * r ^ 6) :
    average (s ^ 2 / 2) f = 2 * c0 * s ^ 2 + 2 * c1 * s / √π + c2 + 2 * c3 / (√π * s)
      + 3 * c4 / (2 * s ^ 2) + 15 * c6 / (4 * s ^ 4) := by
  have hp : √π ≠ 0 := (Real.sqrt_pos.2 Real.pi_pos).ne'
  have hsq (r : ℝ) : trial (s ^ 2 / 2) r ^ 2 = Real.exp (-s ^ 2 * r ^ 2) := by
    unfold trial
    rw [pow_two (Real.exp _), ← Real.exp_add]
    congr 1
    ring
  have hn : (∫ r in Ioi (0 : ℝ), trial (s ^ 2 / 2) r ^ 2 * r ^ 2) = √π / (4 * s ^ 3) := by
    simp only [hsq]
    refine Eq.trans ?_ ((gaussian_integral hs 0 0 1 0 0 0).trans (by ring))
    congr 1
    funext r
    ring
  have hE : EqOn (fun r => f r * (trial (s ^ 2 / 2) r ^ 2 * r ^ 2))
      (fun r => (c0 + c1 * r + c2 * r ^ 2 + c3 * r ^ 3 + c4 * r ^ 4 + c6 * r ^ 6)
        * Real.exp (-s ^ 2 * r ^ 2)) (Ioi 0) := by
    intro r hr
    simp only [hsq]
    linear_combination Real.exp (-s ^ 2 * r ^ 2) * hf r hr
  unfold average
  rw [setIntegral_congr_fun measurableSet_Ioi hE, gaussian_integral hs, hn]
  field_simp
  ring

/-- The trial energy in the Gaussian state with `a = s²/2`. -/
theorem energy_sq {s : ℝ} (hs : 0 < s) :
    energy (s ^ 2 / 2) = 3 / 4 * s ^ 2 - 2 * s / √π := by
  unfold energy
  rw [average_of_poly hs _ 0 (-1) (3 * s ^ 2 / 2) 0 (-(s ^ 4 / 2)) 0 (by
    intro r hr
    have hr' := hr.ne'
    rw [localEnergy_eq _ hr']
    field_simp
    ring)]
  field_simp
  ring

/-- The local-energy variance in the Gaussian state with `a = s²/2`. -/
theorem variance_sq {s : ℝ} (hs : 0 < s) :
    variance (s ^ 2 / 2)
      = 3 / 8 * s ^ 4 - 1 / √π * s ^ 3 + (2 - 4 * (1 / √π) ^ 2) * s ^ 2 := by
  have hp : √π ≠ 0 := (Real.sqrt_pos.2 Real.pi_pos).ne'
  unfold variance
  rw [average_of_poly hs _ 1 (-2 * (3 / 4 * s ^ 2 + 2 * s / √π))
    ((3 / 4 * s ^ 2 + 2 * s / √π) ^ 2) (s ^ 4)
    (-(3 / 4 * s ^ 2 + 2 * s / √π) * s ^ 4) (s ^ 8 / 4) (by
    intro r hr
    have hr' := hr.ne'
    simp only [localEnergy_eq _ hr', energy_sq hs]
    field_simp
    ring)]
  field_simp
  ring

lemma half_sq {a : ℝ} (ha : 0 < a) : √(2 * a) ^ 2 / 2 = a := by
  rw [Real.sq_sqrt (by positivity)]
  ring

lemma inv_sqrt_pi_sq_lt : (1 / √π) ^ 2 < 1 / 3 := by
  rw [div_pow, Real.sq_sqrt Real.pi_pos.le, one_pow]
  exact one_div_lt_one_div_of_lt (by norm_num) Real.pi_gt_three

/-- The local-energy variance is `3a²/2 - 2 √(2/π) a^(3/2) + 4 (1 - 2/π) a`,
with `a^(3/2)` written as `a √a`. -/
theorem variance_eq {a : ℝ} (ha : 0 < a) :
    variance a = 3 * a ^ 2 / 2 - 2 * √(2 / π) * (a * √a) + 4 * (1 - 2 / π) * a := by
  have h := variance_sq (Real.sqrt_pos.2 (by positivity : 0 < 2 * a))
  have e : √(2 * a) ^ 2 = 2 * a := Real.sq_sqrt (by positivity)
  have e3 : √(2 * a) ^ 3 = 2 * a * (√2 * √a) := by
    rw [pow_succ, e, Real.sqrt_mul (by norm_num)]
  have e4 : √(2 * a) ^ 4 = (2 * a) ^ 2 := by
    calc √(2 * a) ^ 4 = (√(2 * a) ^ 2) ^ 2 := by ring
      _ = (2 * a) ^ 2 := by rw [e]
  rw [half_sq ha, e4, e3, e, div_pow, Real.sq_sqrt Real.pi_pos.le] at h
  rw [h, Real.sqrt_div (by norm_num)]
  ring

/-- The local-energy variance is positive for every Gaussian. -/
theorem variance_pos {a : ℝ} (ha : 0 < a) : 0 < variance a := by
  have hs : 0 < √(2 * a) := Real.sqrt_pos.2 (by positivity)
  have hq := inv_sqrt_pi_sq_lt
  rw [← half_sq ha, variance_sq hs]
  generalize √(2 * a) = s at *
  generalize 1 / √π = q at *
  have hK : 0 < 3 / 8 * s ^ 2 - q * s + (2 - 4 * q ^ 2) := by
    nlinarith [sq_nonneg (s - 4 / 3 * q)]
  have := mul_pos (pow_pos hs 2) hK
  linarith

/-- A narrower Gaussian (larger `a`) has a strictly larger local-energy variance. -/
theorem variance_strictMonoOn : StrictMonoOn variance (Ioi 0) := by
  intro a ha b hb hab
  have ha' : 0 < a := ha
  have hs : 0 < √(2 * a) := Real.sqrt_pos.2 (by positivity)
  have hst : √(2 * a) < √(2 * b) := Real.sqrt_lt_sqrt (by positivity) (by linarith)
  have hq := inv_sqrt_pi_sq_lt
  have hq0 : 0 < 1 / √π := one_div_pos.2 (Real.sqrt_pos.2 Real.pi_pos)
  rw [← half_sq ha, ← half_sq hb, variance_sq hs, variance_sq (hs.trans hst)]
  generalize √(2 * a) = s at *
  generalize √(2 * b) = t at *
  generalize 1 / √π = q at *
  have ht : 0 < t := hs.trans hst
  have hd : 0 < t - s := sub_pos.2 hst
  have hc : 0 < 2 - 4 * q ^ 2 := by linarith
  have hK : 0 < 3 / 8 * (t + s) ^ 2 - 3 / 2 * q * (t + s) + (2 - 4 * q ^ 2) := by
    nlinarith [sq_nonneg (t + s - 2 * q)]
  -- the difference of the variances, times t + s, is a product of positive factors
  have hpos : 0 < (t - s) * ((t ^ 2 + s ^ 2)
      * (3 / 8 * (t + s) ^ 2 - 3 / 2 * q * (t + s) + (2 - 4 * q ^ 2))
      + q * (t + s) * (t - s) ^ 2 / 2 + (2 - 4 * q ^ 2) * (2 * t * s)) := by
    positivity
  have hmul : 0 < (t + s) * ((3 / 8 * t ^ 4 - q * t ^ 3 + (2 - 4 * q ^ 2) * t ^ 2)
      - (3 / 8 * s ^ 4 - q * s ^ 3 + (2 - 4 * q ^ 2) * s ^ 2)) := by
    linarith
  exact sub_pos.1 ((mul_pos_iff_of_pos_left (add_pos ht hs)).1 hmul)

/-- The local-energy variance increases strictly with `a`, tends to zero as `a → 0⁺`,
and has no minimizer among the Gaussians with `a > 0`. -/
theorem variance_no_minimizer :
    StrictMonoOn variance (Ioi 0) ∧ Tendsto variance (𝓝[>] 0) (𝓝 0) ∧
      ¬ ∃ a ∈ Ioi (0 : ℝ), IsMinOn variance (Ioi 0) a := by
  refine ⟨variance_strictMonoOn, ?_, ?_⟩
  · have hc : Continuous (fun a : ℝ =>
        3 * a ^ 2 / 2 - 2 * √(2 / π) * (a * √a) + 4 * (1 - 2 / π) * a) := by fun_prop
    refine ((hc.tendsto' 0 0 (by simp)).mono_left nhdsWithin_le_nhds).congr' ?_
    filter_upwards [self_mem_nhdsWithin] with a ha
    exact (variance_eq ha).symm
  · -- halving the exponent always lowers the variance
    rintro ⟨a, ha, hmin⟩
    have ha' : 0 < a := ha
    have hh : a / 2 ∈ Ioi (0 : ℝ) := half_pos ha'
    exact not_lt_of_ge (hmin hh) (variance_strictMonoOn hh ha (half_lt_self ha'))

/-- As `a → 0⁺` the trial energy tends to zero. -/
theorem energy_tendsto_zero : Tendsto energy (𝓝[>] 0) (𝓝 0) := by
  have hc : Continuous (fun a : ℝ => 3 / 4 * √(2 * a) ^ 2 - 2 * √(2 * a) / √π) := by
    fun_prop
  refine ((hc.tendsto' 0 0 (by simp)).mono_left nhdsWithin_le_nhds).congr' ?_
  filter_upwards [self_mem_nhdsWithin] with a ha
  have ha' : 0 < a := ha
  have h := energy_sq (Real.sqrt_pos.2 (by positivity : 0 < 2 * a))
  rw [half_sq ha'] at h
  exact h.symm

end

end GaussianHydrogenVariance
```

```lean
#print axioms GaussianHydrogenVariance.variance_pos
-- 'GaussianHydrogenVariance.variance_pos' depends on axioms: [propext, Classical.choice, Quot.sound]
#print axioms GaussianHydrogenVariance.variance_no_minimizer
-- 'GaussianHydrogenVariance.variance_no_minimizer' depends on axioms: [propext, Classical.choice, Quot.sound]
#print axioms GaussianHydrogenVariance.energy_tendsto_zero
-- 'GaussianHydrogenVariance.energy_tendsto_zero' depends on axioms: [propext, Classical.choice, Quot.sound]
```

## How the Lean proof follows the calculation

`localEnergy_eq` first establishes $\psi_a'=-2ar\,\psi_a$ at every point, then differentiates that product again. After division by the nonzero trial function, `field_simp` and `ring` finish the algebra.

`gaussian_integral` supplies the moments. Its internal statement `mono` proves that each monomial times the Gaussian is integrable and evaluates the integral by the Gamma function; `add` uses this integrability to split the integral of a sum. The recurrence $\Gamma(x+1)=x\Gamma(x)$ then gives the required values.

`average_of_poly` handles the Coulomb singularity. It applies to any $f$ for which $r^2f(r)$ is a polynomial of the stated form on $r>0$, with `c0` to `c6` as coefficients. In `energy_sq` these come from $r^2E_L$. In `variance_sq` they come from $r^2(E_L-E)^2$ and are $1,\,-2B,\,B^2,\,s^4,\,-Bs^4,\,s^8/4$, in the order of the powers $0,1,2,3,4,6$.

The lemma `half_sq` converts between $a$ and $s=\sqrt{2a}$, and `inv_sqrt_pi_sq_lt` proves $q^2<\tfrac13$. In `variance_pos` and `variance_strictMonoOn`, `nlinarith` receives the squares $(s-\tfrac43q)^2$ and $(t+s-2q)^2$ that were completed above. For monotonicity, `positivity` proves that the factorized right-hand side is positive, and `linarith` identifies it with $(t+s)(V_t-V_s)$.

In `variance_no_minimizer`, the limit is taken for the continuous closed form and transferred to `variance`, which agrees with it for $a>0$. The last part compares a proposed minimizer `a` with `a / 2`. `energy_tendsto_zero` repeats the limit argument with the closed form of the energy.
